# Temperature rounds the Coulomb staircase of a classical island without moving its step centres

## Two charge states

Let an island hold $n=0$ or $n=1$ extra electrons, with Boltzmann weights $e^{-bg^2}$ and $e^{-b(1-g)^2}$. Here $g$ is the gate charge in units of the (positive) elementary charge, and $b>0$ is the charging energy divided by the thermal energy. The mean number is
$$\frac{1}{1+e^{-b(2g-1)}}.$$
It increases with $g$ and equals $1/2$ at $g=1/2$ for every $b$, because the two weights are equal there. Both features survive when all integers $n$ are allowed.

## The island and its mean charge

Put
$$w_g(n)=e^{-b(n-g)^2},\qquad Z(g)=\sum_{n\in\mathbb Z}w_g(n),\qquad N(g)=\frac{1}{Z(g)}\sum_{n\in\mathbb Z}n\,w_g(n).$$
In Lean these are `weight b g n`, `partitionSum b g` and `meanCharge b g`, with `b` and `g` real and `n : ℤ`. Negative $n$ means missing electrons. The gate charge is the gate capacitance times the gate voltage, up to a constant offset; it is not the actual charge on the gate electrode. With the work of the voltage source included, and up to a term independent of $n$, the electrostatic energy is $E_C(n-g)^2$, and $b=E_C/(k_BT)$. The charging energy $E_C$ is the elementary charge squared, divided by twice the total capacitance of the island.

For every $b>0$, `thermal_staircase` states that

- $N$ is continuous and strictly increasing;
- $N(g+1)=N(g)+1$ for all $g$;
- $N(g)=g$ whenever $2g=k$ for an integer $k$.

The theorem `abs_meanCharge_sub_lt` adds $|N(g)-g|<1/2$ for every $g$.

The Gibbs weight is postulated: it stands for an island in equilibrium with a weakly coupled reservoir. Level spacing, quantum charge fluctuations through the junctions and transport are left out. At zero temperature this classical model puts the integer nearest to $g$ on the island, so the electron number jumps by one at each half-odd-integer $g$. At any positive temperature the mean number still passes halfway between the two integers there, and these gate charges are the step centres of the title.

## Convergence and moments

Let $|g|\le R$ and $x=|n-g|$. Completing the square gives $2x\le bx^2+1/b$, and $|n|\le x+R$, so $2|n|\le bx^2+1/b+2R$. With $1+|n|\le e^{|n|}$,
$$(1+|n|)\,w_g(n)\le e^{|n|-bx^2}\le e^{1/b+2R}e^{-|n|}.$$
Both series therefore converge, uniformly for bounded $g$. Their sums are continuous, and since $Z>0$, so is $N$. For any real $c$,
$$\sum_n(n-c)\,w_g(n)=(N(g)-c)\,Z(g).\tag{1}$$

## Reflection fixes the centres

For an integer $k$, $w_{k-g}(k-n)=w_g(n)$. Relabelling $n\to k-n$ gives
$$\sum_n\bigl(n-k+N(g)\bigr)w_{k-g}(n)=-\sum_n\bigl(n-N(g)\bigr)w_g(n)=0,$$
so (1) yields $N(k-g)=k-N(g)$. Two reflections make a shift:
$$N(g+1)=1-N(-g)=1+N(g).$$
If $2g=k$, then $k-g=g$, hence $N(g)=k-N(g)$ and $N(g)=k/2=g$.

## A larger gate charge tilts the weights

Let $g<h$, $t=2b(h-g)>0$ and $K=e^{-b(h^2-g^2)}$. Expanding the squares gives $w_h(n)=K\,e^{tn}w_g(n)$. Set $c=N(g)$, so that $\sum_n(n-c)w_g(n)=0$. Subtracting $Ke^{tc}$ times this sum from (1) at $h$,
$$(N(h)-c)\,Z(h)=K\sum_n w_g(n)\,(n-c)\,(e^{tn}-e^{tc}).$$
The last two factors never have opposite signs, and the term $n=\lfloor c\rfloor+1$ is positive. Hence $N(h)>N(g)$.

Finally, let $m=\lfloor 2g\rfloor$. Then $m/2\le g<(m+1)/2$, and monotonicity with the fixed values gives $m/2\le N(g)<(m+1)/2$. Two numbers in this interval differ by less than $1/2$.

## The Lean file

```lean
import Mathlib

open Real

namespace ThermalCoulombStaircase

noncomputable section

/-- Boltzmann weight of `n` extra electrons (missing ones if `n < 0`) on an island with gate charge
`g`; `b` is the charging energy divided by the thermal energy. -/
def weight (b g : ℝ) (n : ℤ) : ℝ := Real.exp (-b * ((n : ℝ) - g) ^ 2)

/-- Partition sum over all integer electron numbers, for `b > 0`. -/
def partitionSum (b g : ℝ) : ℝ := ∑' n : ℤ, weight b g n

/-- Thermal mean of the electron number at gate charge `g`, for `b > 0`. -/
def meanCharge (b g : ℝ) : ℝ :=
  (∑' n : ℤ, (n : ℝ) * weight b g n) / partitionSum b g

/-- For `b > 0` and gate charges of size at most `R`, the weight and its product with the
electron number are both bounded by one constant times `exp (-|n|)`. -/
theorem weight_bound {b g R : ℝ} (hb : 0 < b) (hg : |g| ≤ R) (n : ℤ) :
    |weight b g n| ≤ Real.exp (1 / b + 2 * R) * Real.exp (-|(n : ℝ)|) ∧
    |(n : ℝ) * weight b g n| ≤ Real.exp (1 / b + 2 * R) * Real.exp (-|(n : ℝ)|) := by
  have hw : 0 < weight b g n := Real.exp_pos _
  -- completing the square
  have key : ∀ c x : ℝ, b * c = 1 → 2 * x ≤ b * x ^ 2 + c := by
    intro c x hc
    have h : b * x ^ 2 + c - 2 * x = b * (x - c) ^ 2 := by
      linear_combination (2 * x - c) * hc
    have h' := mul_nonneg hb.le (sq_nonneg (x - c))
    linarith
  have h1 : 1 + |(n : ℝ)| ≤ Real.exp |(n : ℝ)| := by
    linarith [Real.add_one_le_exp |(n : ℝ)|]
  have h2 := abs_sub_abs_le_abs_sub (n : ℝ) g
  have h3 := key (1 / b) |(n : ℝ) - g| (mul_one_div_cancel hb.ne')
  rw [sq_abs] at h3
  have h4 : (1 + |(n : ℝ)|) * weight b g n
      ≤ Real.exp (1 / b + 2 * R) * Real.exp (-|(n : ℝ)|) := by
    calc (1 + |(n : ℝ)|) * weight b g n
        ≤ Real.exp |(n : ℝ)| * weight b g n := mul_le_mul_of_nonneg_right h1 hw.le
      _ = Real.exp (|(n : ℝ)| + -b * ((n : ℝ) - g) ^ 2) := by
          rw [weight, ← Real.exp_add]
      _ ≤ Real.exp (1 / b + 2 * R + -|(n : ℝ)|) :=
          Real.exp_le_exp.mpr (by linarith)
      _ = _ := Real.exp_add _ _
  have h5 := mul_nonneg (abs_nonneg (n : ℝ)) hw.le
  rw [abs_mul, abs_of_pos hw]
  constructor <;> linarith

lemma summable_bound (C : ℝ) : Summable fun n : ℤ => C * Real.exp (-|(n : ℝ)|) := by
  apply Summable.mul_left
  apply Summable.of_nat_of_neg <;> simpa using Real.summable_exp_neg_nat

lemma summable_weight {b : ℝ} (hb : 0 < b) (g : ℝ) : Summable (weight b g) :=
  Summable.of_norm_bounded (summable_bound _) fun n => (weight_bound hb le_rfl n).1

lemma partitionSum_pos {b : ℝ} (hb : 0 < b) (g : ℝ) : 0 < partitionSum b g :=
  (summable_weight hb g).tsum_pos (fun _ => (Real.exp_pos _).le) 0 (Real.exp_pos _)

/-- For `b > 0` the first moment of the electron number about any reference `c` converges to
the mean deviation from `c` times the partition sum. -/
theorem hasSum_moment {b : ℝ} (hb : 0 < b) (g c : ℝ) :
    HasSum (fun n : ℤ => ((n : ℝ) - c) * weight b g n)
      ((meanCharge b g - c) * partitionSum b g) := by
  have hs : Summable fun n : ℤ => (n : ℝ) * weight b g n :=
    Summable.of_norm_bounded (summable_bound _) fun n => (weight_bound hb le_rfl n).2
  have h := hs.hasSum.sub ((summable_weight hb g).hasSum.mul_left c)
  have hN : meanCharge b g * partitionSum b g = ∑' n : ℤ, (n : ℝ) * weight b g n :=
    div_mul_cancel₀ _ (partitionSum_pos hb g).ne'
  have hf : (fun n : ℤ => ((n : ℝ) - c) * weight b g n)
      = fun n : ℤ => (n : ℝ) * weight b g n - c * weight b g n := by
    funext n
    ring
  rw [sub_mul, hN, hf]
  exact h

/-- Electron-hole symmetry: for `b > 0` and every integer `k`, reflecting the gate charge
to `k - g` reflects the mean electron number to `k - N(g)`. -/
theorem meanCharge_reflect {b : ℝ} (hb : 0 < b) (k : ℤ) (g : ℝ) :
    meanCharge b ((k : ℝ) - g) = (k : ℝ) - meanCharge b g := by
  have h0 := (hasSum_moment hb g (meanCharge b g)).neg
  rw [sub_self, zero_mul, neg_zero] at h0
  -- relabel the electron numbers by n ↦ k - n
  have h1 : HasSum (fun n : ℤ => ((n : ℝ) - ((k : ℝ) - meanCharge b g))
      * weight b ((k : ℝ) - g) n) 0 := by
    refine (Equiv.subLeft k).hasSum_iff.mp ?_
    have hf : (fun n : ℤ => ((n : ℝ) - ((k : ℝ) - meanCharge b g))
        * weight b ((k : ℝ) - g) n) ∘ ⇑(Equiv.subLeft k)
        = fun n : ℤ => -(((n : ℝ) - meanCharge b g) * weight b g n) := by
      funext n
      have e : weight b ((k : ℝ) - g) (k - n) = weight b g n := by
        unfold weight
        push_cast
        congr 1
        ring
      show (((k - n : ℤ) : ℝ) - ((k : ℝ) - meanCharge b g)) * weight b ((k : ℝ) - g) (k - n)
        = -(((n : ℝ) - meanCharge b g) * weight b g n)
      rw [e]
      push_cast
      ring
    rw [hf]
    exact h0
  have h2 := (hasSum_moment hb ((k : ℝ) - g) ((k : ℝ) - meanCharge b g)).unique h1
  exact sub_eq_zero.mp ((mul_eq_zero.mp h2).resolve_right (partitionSum_pos hb _).ne')

/-- For `b > 0` the mean electron number strictly increases with the gate charge. -/
theorem meanCharge_strictMono {b : ℝ} (hb : 0 < b) : StrictMono (meanCharge b) := by
  intro g h hgh
  obtain ⟨c, hc⟩ : ∃ c, c = meanCharge b g := ⟨_, rfl⟩
  obtain ⟨t, ht⟩ : ∃ t, t = 2 * b * (h - g) := ⟨_, rfl⟩
  obtain ⟨K, hK⟩ : ∃ K, K = Real.exp (-b * (h ^ 2 - g ^ 2)) := ⟨_, rfl⟩
  have htpos : 0 < t := by rw [ht]; exact mul_pos (by linarith) (by linarith)
  have hKpos : 0 < K := by rw [hK]; exact Real.exp_pos _
  -- raising the gate charge tilts the weights towards larger n
  have hw : ∀ n : ℤ, weight b h n = K * (weight b g n * Real.exp (t * n)) := by
    intro n
    rw [hK, ht, weight, weight, ← Real.exp_add, ← Real.exp_add]
    congr 1
    ring
  have h0 := hasSum_moment hb g c
  rw [← hc, sub_self, zero_mul] at h0
  have D0 := (hasSum_moment hb h c).sub (h0.mul_left (K * Real.exp (t * c)))
  rw [mul_zero, sub_zero] at D0
  have hf : (fun n : ℤ => ((n : ℝ) - c) * weight b h n
        - K * Real.exp (t * c) * (((n : ℝ) - c) * weight b g n))
      = fun n : ℤ => K * weight b g n
        * (((n : ℝ) - c) * (Real.exp (t * n) - Real.exp (t * c))) := by
    funext n
    rw [hw n]
    ring
  rw [hf] at D0
  -- every term is non-negative, and the one just above c is positive
  have hpos := D0.summable.tsum_pos (fun n => by
    refine mul_nonneg (mul_nonneg hKpos.le (Real.exp_pos _).le) ?_
    rcases le_total c (n : ℝ) with hn | hn
    · have he := Real.exp_le_exp.mpr (mul_le_mul_of_nonneg_left hn htpos.le)
      exact mul_nonneg (sub_nonneg.mpr hn) (sub_nonneg.mpr he)
    · have he := Real.exp_le_exp.mpr (mul_le_mul_of_nonneg_left hn htpos.le)
      nlinarith [mul_nonneg (sub_nonneg.mpr hn) (sub_nonneg.mpr he)]) (⌊c⌋ + 1) (by
    have hn : c < ((⌊c⌋ + 1 : ℤ) : ℝ) := by
      push_cast
      exact Int.lt_floor_add_one c
    have he := Real.exp_lt_exp.mpr (mul_lt_mul_of_pos_left hn htpos)
    exact mul_pos (mul_pos hKpos (Real.exp_pos _))
      (mul_pos (sub_pos.mpr hn) (sub_pos.mpr he)))
  rw [D0.tsum_eq] at hpos
  have := pos_of_mul_pos_left hpos (partitionSum_pos hb h).le
  linarith

/-- For `b > 0` the mean electron number is a continuous function of the gate charge. -/
theorem meanCharge_continuous {b : ℝ} (hb : 0 < b) : Continuous (meanCharge b) := by
  rw [continuous_iff_continuousAt]
  intro g
  have hR : ∀ x ∈ Metric.ball g 1, |x| ≤ |g| + 1 := by
    intro x hx
    rw [Metric.mem_ball, Real.dist_eq] at hx
    linarith [abs_sub_abs_le_abs_sub x g]
  have hnum : ContinuousOn (fun x => ∑' n : ℤ, (n : ℝ) * weight b x n) (Metric.ball g 1) :=
    continuousOn_tsum (fun n => by unfold weight; fun_prop) (summable_bound _)
      fun n x hx => (weight_bound hb (hR x hx) n).2
  have hden : ContinuousOn (fun x => ∑' n : ℤ, weight b x n) (Metric.ball g 1) :=
    continuousOn_tsum (fun n => by unfold weight; fun_prop) (summable_bound _)
      fun n x hx => (weight_bound hb (hR x hx) n).1
  have hm := Metric.ball_mem_nhds g one_pos
  exact (hnum.continuousAt hm).div (hden.continuousAt hm) (partitionSum_pos hb g).ne'

/-- Thermal Coulomb staircase: for `b > 0` the mean electron number is continuous and strictly
increasing in the gate charge, grows by one when the gate charge does, and equals the gate
charge `g` whenever `2 g` is an integer. -/
theorem thermal_staircase {b : ℝ} (hb : 0 < b) :
    Continuous (meanCharge b) ∧ StrictMono (meanCharge b) ∧
    (∀ g, meanCharge b (g + 1) = meanCharge b g + 1) ∧
    ∀ (g : ℝ) (k : ℤ), 2 * g = k → meanCharge b g = g := by
  refine ⟨meanCharge_continuous hb, meanCharge_strictMono hb, fun g => ?_, fun g k hk => ?_⟩
  · -- two reflections make a translation
    have h1 := meanCharge_reflect hb 1 (-g)
    have h0 := meanCharge_reflect hb 0 g
    rw [Int.cast_one, show (1 : ℝ) - -g = g + 1 by ring] at h1
    rw [Int.cast_zero, show (0 : ℝ) - g = -g by ring] at h0
    linarith
  · -- g is its own mirror image
    have h := meanCharge_reflect hb k g
    rw [show (k : ℝ) - g = g by linarith] at h
    linarith

/-- For `b > 0` the mean electron number differs from the gate charge by less than one half. -/
theorem abs_meanCharge_sub_lt {b : ℝ} (hb : 0 < b) (g : ℝ) :
    |meanCharge b g - g| < 1 / 2 := by
  obtain ⟨-, hmono, -, hfix⟩ := thermal_staircase hb
  have h1 := Int.floor_le (2 * g)
  have h2 := Int.lt_floor_add_one (2 * g)
  -- compare with the two neighbouring multiples of 1/2
  have e1 := hfix ((⌊2 * g⌋ : ℝ) / 2) ⌊2 * g⌋ (by ring)
  have e2 := hfix (((⌊2 * g⌋ : ℝ) + 1) / 2) (⌊2 * g⌋ + 1) (by push_cast; ring)
  have m1 := hmono.monotone (show (⌊2 * g⌋ : ℝ) / 2 ≤ g by linarith)
  have m2 := hmono (show g < ((⌊2 * g⌋ : ℝ) + 1) / 2 by linarith)
  rw [e1] at m1
  rw [e2] at m2
  rw [abs_lt]
  constructor <;> linarith

end

end ThermalCoulombStaircase
```

```lean
#print axioms ThermalCoulombStaircase.thermal_staircase
#print axioms ThermalCoulombStaircase.abs_meanCharge_sub_lt
```

```
'ThermalCoulombStaircase.thermal_staircase' depends on axioms: [propext, Classical.choice, Quot.sound]
'ThermalCoulombStaircase.abs_meanCharge_sub_lt' depends on axioms: [propext, Classical.choice, Quot.sound]
```

## From the sums to the code

`weight_bound` is the exponential estimate. `summable_bound` shows that its right-hand side is summable over $n$. From these two, `summable_weight` gets the convergence of $Z$, and `partitionSum_pos` then gives $Z>0$. `hasSum_moment` is equation (1). In `meanCharge_continuous`, the estimate is used on the unit ball around $g$ with $R=|g|+1$, where `continuousOn_tsum` supplies the uniform-convergence argument.

`meanCharge_strictMono` names $c$, $t$ and $K$ as above. Its `hw` is the tilt identity, `D0` is the subtracted sum, and `tsum_pos` needs non-negative terms and one positive term. The case split `le_total` treats $n$ on either side of $c$. In `thermal_staircase`, `linarith` combines the reflections.

## Relabelling with `HasSum`

`HasSum f a` says that the sums of `f` over finite sets of indices converge to `a` as the sets grow. No order of summation enters, so a bijection of the indices leaves the limit alone. `Equiv.subLeft k` is the bijection $n\mapsto k-n$, and its `hasSum_iff` carries the zero moment from $g$ to $k-g$ in `meanCharge_reflect`. Equation (1) gives the same series the value $(N(k-g)-k+N(g))\,Z(k-g)$. `HasSum.unique` equates this with zero, and $Z(k-g)>0$ leaves the reflection law.
